# Gaussian thermal density matrix of free particles and a uniform bound on the Fermi-Dirac correction

For β > 0, real μ, λ² = 2πβ and every r in ℝ³,

  (2π)⁻³ ∫ exp(β(μ − |k|²/2)) exp(i k·r) dk = e^(βμ) λ⁻³ exp(−π|r|²/λ²),

and replacing the Boltzmann factor by the Fermi-Dirac occupation changes the left side by at most 2^(−3/2) e^(2βμ) λ⁻³, whatever r is. Here β is the inverse temperature, μ the chemical potential, k the wave vector, r the separation of two points and λ the thermal wavelength, in units ħ = m = 1. For a non-interacting, homogeneous gas that is dilute, e^(βμ) ≪ 1, the Fermi-Dirac density matrix is therefore a Gaussian of width of order λ up to an error that is small compared with its value at r = 0. The conduction electrons of a metal at room temperature are degenerate, e^(βμ) ≫ 1 with μ measured from the bottom of the band, and lie outside this regime.

## Setting

The dimension d is any natural number. For a level of energy ε the two occupations are

  B_β(ε) = exp(β(μ − ε)),  F(ε) = 1/(exp(β(ε − μ)) + 1),

and a real occupation function f defines the density matrix

  ρ[f](r) = (2π)^(−d) ∫ f(|k|²/2) exp(i k·r) dk.

The fugacity is z = e^(βμ), and λ(β) = √(2πβ) is written λ when the argument is β. B_2β and B_3β keep the same μ, so their fugacities are z² and z³.

```lean
import Mathlib

open MeasureTheory
open scoped Real

namespace ThermalDensityMatrix

noncomputable section

/-- Position or wave-vector space in `d` dimensions. -/
abbrev Space (d : ℕ) := EuclideanSpace ℝ (Fin d)

/-- Boltzmann occupation `exp (β (μ - ε))` of a level of energy `ε`. -/
def boltzmann (β μ ε : ℝ) : ℝ := Real.exp (β * (μ - ε))

/-- Fermi-Dirac occupation `1 / (exp (β (ε - μ)) + 1)` of a level of energy `ε`. -/
def fermi (β μ ε : ℝ) : ℝ := 1 / (Real.exp (β * (ε - μ)) + 1)

/-- Thermal wavelength `λ = √(2πβ)` in units `ħ = m = 1`. -/
def wavelength (β : ℝ) : ℝ := Real.sqrt (2 * π * β)

variable {d : ℕ}

/-- The plane wave `exp (i⟨k,r⟩)` weighted by the occupation `f` at energy `k²/2`. -/
def integrand (f : ℝ → ℝ) (r k : Space d) : ℂ :=
  (f (‖k‖ ^ 2 / 2) : ℂ) * Complex.exp ((inner ℝ k r : ℝ) * Complex.I)

/-- Free-particle density matrix `(2π)^(-d) ∫ f(k²/2) exp (i⟨k,r⟩) dk` at separation `r`. -/
def densityMatrix (f : ℝ → ℝ) (r : Space d) : ℂ :=
  (((2 * π) ^ d)⁻¹ : ℝ) * ∫ k, integrand f r k
```

Both k and r live in `Space d`, Euclidean ℝ^d with Lebesgue measure; `‖k‖` is the Euclidean length and `inner ℝ k r` is k·r. The function `integrand f r` is k ↦ f(|k|²/2) exp(i k·r), and `densityMatrix f r` is ρ[f](r), a complex number whose modulus is written `‖ ‖`. The definitions fix the dispersion |k|²/2, infinite volume and one state per wave vector, with no spin factor, potential or interaction. Lean assigns the value 0 to the integral of a non-integrable function, so the statements `Integrable (integrand f r)`, meaning absolute convergence, are proved along with the values.

## (a) Bounds on the occupation

Task. For all real β, μ, ε show 0 ≤ F ≤ B_β and B_β − B_2β ≤ F ≤ B_β − B_2β + B_3β.

Solution. Put x = B_β(ε) > 0. Then B_2β = x², B_3β = x³ and F = 1/(1/x + 1) > 0, so F(1 + x) = x, that is

  F = x − Fx.

Since Fx ≥ 0, F ≤ x. Then Fx ≤ x², so F ≥ x − x². Then Fx ≥ x² − x³, so F ≤ x − x² + x³.

In the code `h2` and `h3` are the powers, `hf` is F(1 + x) = x, and each of the three `nlinarith` calls receives the preceding inequality multiplied by x.

```lean
/-- The Fermi-Dirac occupation lies between `0` and `B_β`, and between `B_β - B_{2β}` and
`B_β - B_{2β} + B_{3β}`, where `B_β` is the Boltzmann occupation at inverse temperature `β`. -/
theorem occupation_bounds (β μ ε : ℝ) :
    0 ≤ fermi β μ ε ∧ fermi β μ ε ≤ boltzmann β μ ε ∧
      boltzmann β μ ε - boltzmann (2 * β) μ ε ≤ fermi β μ ε ∧
      fermi β μ ε ≤ boltzmann β μ ε - boltzmann (2 * β) μ ε + boltzmann (3 * β) μ ε := by
  have hx : 0 < boltzmann β μ ε := Real.exp_pos _
  have h0 : 0 ≤ fermi β μ ε := by unfold fermi; positivity
  have h2 : boltzmann (2 * β) μ ε = boltzmann β μ ε ^ 2 := by
    unfold boltzmann; rw [← Real.exp_nat_mul]; congr 1; push_cast; ring
  have h3 : boltzmann (3 * β) μ ε = boltzmann β μ ε ^ 3 := by
    unfold boltzmann; rw [← Real.exp_nat_mul]; congr 1; push_cast; ring
  -- the key identity F (1 + x) = x
  have key : ∀ y : ℝ, 0 < y → 1 / (y⁻¹ + 1) * (1 + y) = y := by
    intro y hy
    field_simp
  have hf : fermi β μ ε * (1 + boltzmann β μ ε) = boltzmann β μ ε := by
    unfold fermi
    rw [show β * (ε - μ) = -(β * (μ - ε)) by ring, Real.exp_neg]
    exact key _ hx
  rw [h2, h3]
  have a1 : fermi β μ ε ≤ boltzmann β μ ε := by nlinarith [mul_nonneg h0 hx.le]
  have a2 : boltzmann β μ ε - boltzmann β μ ε ^ 2 ≤ fermi β μ ε := by
    nlinarith [mul_le_mul_of_nonneg_right a1 hx.le]
  exact ⟨h0, a1, a2, by nlinarith [mul_le_mul_of_nonneg_right a2 hx.le]⟩
```

## (b) Scaling of the wavelength

Task. For c ≥ 0 show λ(cβ)^d = c^(d/2) λ(β)^d.

Solution. The square root factors,

  λ(cβ) = √(c · 2πβ) = √c · λ(β),

and the d-th power of √c is c^(d/2). The first step is `h`; the rest converts between natural and real exponents.

```lean
/-- Scaling `β` by `c` scales `λ^d` by `c^(d/2)`. -/
theorem wavelength_scale {c : ℝ} (hc : 0 ≤ c) (β : ℝ) (d : ℕ) :
    wavelength (c * β) ^ d = c ^ ((d : ℝ) / 2) * wavelength β ^ d := by
  have h : wavelength (c * β) = Real.sqrt c * wavelength β := by
    rw [wavelength, wavelength, ← Real.sqrt_mul hc]; congr 1; ring
  rw [h, mul_pow, Real.sqrt_eq_rpow, ← Real.rpow_natCast (c ^ (1 / 2 : ℝ)) d,
    ← Real.rpow_mul hc]
  congr 2
  ring
```

## (c) Modulus of the integrand

Task. Show that f(|k|²/2) exp(i k·r) has modulus |f(|k|²/2)|.

Solution. The modulus is multiplicative and |exp(iθ)| = 1 for real θ = k·r, which is `Complex.norm_exp_ofReal_mul_I`. The right side does not contain r, and this makes the later bounds uniform in r.

```lean
/-- The modulus of the weighted plane wave is the modulus of the occupation. -/
theorem norm_integrand (f : ℝ → ℝ) (r k : Space d) :
    ‖integrand f r k‖ = |f (‖k‖ ^ 2 / 2)| := by
  rw [integrand, norm_mul, Complex.norm_exp_ofReal_mul_I, mul_one, Complex.norm_real,
    Real.norm_eq_abs]
```

## (d) Differences of occupations

Task. If the integrals for occupations f and g converge absolutely at r, show that the integral for f − g does too and that ρ[f − g](r) = ρ[f](r) − ρ[g](r).

Solution. The integrand of f − g is pointwise the difference of the two integrands (`h`). A difference of integrable functions is integrable and its integral is the difference of the integrals (`integral_sub`, which takes `hf` and `hg`).

```lean
/-- The density matrix of a difference of occupations with convergent integrals has a
convergent integral and is the difference of the density matrices. -/
theorem densityMatrix_sub {f g : ℝ → ℝ} {r : Space d} (hf : Integrable (integrand f r))
    (hg : Integrable (integrand g r)) :
    Integrable (integrand (fun ε => f ε - g ε) r) ∧
      densityMatrix (fun ε => f ε - g ε) r = densityMatrix f r - densityMatrix g r := by
  have h : ∀ k, integrand (fun ε => f ε - g ε) r k = integrand f r k - integrand g r k := by
    intro k; simp only [integrand]; push_cast; ring
  refine ⟨(hf.sub hg).congr (ae_of_all _ fun k => (h k).symm), ?_⟩
  simp only [densityMatrix, h]
  rw [integral_sub hf hg, mul_sub]
```

## (e) The Boltzmann Gaussian

Task. For β > 0 show that the Boltzmann integral converges and

  ρ[B_β](r) = z λ^(−d) exp(−π|r|²/λ²).

Solution. The modulus of the integrand is z exp(−β|k|²/2), which is integrable for β > 0. The integral factors over the components j = 0, …, d − 1 into z times the product of I(r_j), where for real s

  I(s) = ∫ exp(−βq²/2) exp(iqs) dq.

Differentiate in s, write q exp(−βq²/2) = −(1/β) d/dq exp(−βq²/2) and integrate by parts. This gives I′(s) = −(s/β) I(s), and with I(0) = √(2π/β),

  I(s) = √(2π/β) exp(−s²/(2β)).

Multiplying the d factors,

  ρ[B_β](r) = z (2π)^(−d) (2π/β)^(d/2) exp(−|r|²/(2β)).

The prefactor (2π)^(−d) (2π/β)^(d/2) equals (2πβ)^(−d/2) = λ^(−d), and 1/(2β) = π/λ².

The Lean proof does not factor the integral but turns on the Mathlib lemma `GaussianFourier.integral_cexp_neg_mul_sq_norm_add`. On a finite-dimensional real inner product space of dimension n, for complex b with positive real part, complex γ and a vector w, it states

  ∫ exp(−b|v|² + γ w·v) dv = (π/b)^(n/2) exp(γ²|w|²/(4b)).

Its companion `GaussianFourier.integrable_cexp_neg_mul_sq_norm_add` gives the convergence. Here b = β/2 (`hb` is Re b > 0), γ = i, w = r and n = d, and `heq` brings the integrand into this shape with z pulled out. Because b may be complex, (π/b)^(n/2) is a complex power. The steps `h0` and `h1` write π/b = (2π/λ)², and `hpow` reduces (a²)^(d/2) to the natural power a^d for a > 0. Then `h2` turns i²|r|²/(2β) into −π|r|²/λ², and `alg` cancels (2π)^d.

```lean
/-- For Boltzmann occupation the integral converges and the density matrix is the Gaussian
`exp (βμ) λ^(-d) exp (-π r²/λ²)`. -/
theorem boltzmann_gaussian {β : ℝ} (hβ : 0 < β) (μ : ℝ) (r : Space d) :
    Integrable (integrand (boltzmann β μ) r) ∧ densityMatrix (boltzmann β μ) r =
      (Real.exp (β * μ) / wavelength β ^ d * Real.exp (-(π * ‖r‖ ^ 2 / wavelength β ^ 2)) : ℝ) := by
  have hb : 0 < ((β : ℂ) / 2).re := by
    have e : (β : ℂ) / 2 = ((β / 2 : ℝ) : ℂ) := by push_cast; rfl
    rw [e, Complex.ofReal_re]; positivity
  have heq : ∀ k, integrand (boltzmann β μ) r k = Complex.exp (β * μ) *
      Complex.exp (-((β : ℂ) / 2) * (‖k‖ : ℂ) ^ 2 + Complex.I * (inner ℝ r k : ℝ)) := by
    intro k
    simp only [integrand, boltzmann]
    rw [real_inner_comm r k, Complex.ofReal_exp, ← Complex.exp_add, ← Complex.exp_add]
    congr 1; push_cast; ring
  refine ⟨((GaussianFourier.integrable_cexp_neg_mul_sq_norm_add hb Complex.I r).const_mul
    (Complex.exp (β * μ))).congr (ae_of_all _ fun k => (heq k).symm), ?_⟩
  have hπ := Real.pi_pos
  have hl : 0 < wavelength β := Real.sqrt_pos.2 (by positivity)
  have hl2 : wavelength β ^ 2 = 2 * π * β := Real.sq_sqrt (by positivity)
  have hpow : ∀ a : ℝ, 0 < a → ((a ^ 2 : ℝ) : ℂ) ^ ((d : ℂ) / 2) = ((a ^ d : ℝ) : ℂ) := by
    intro a ha
    have e : (d : ℂ) / 2 = (((d : ℝ) / 2 : ℝ) : ℂ) := by push_cast; rfl
    rw [e, ← Complex.ofReal_cpow (sq_nonneg a), ← Real.rpow_natCast a 2, ← Real.rpow_mul ha.le,
      ← Real.rpow_natCast a d]
    congr 2; push_cast; ring
  have h0 : π / (β / 2) = (2 * π / wavelength β) ^ 2 := by
    rw [div_pow, hl2]; field_simp
  have h1 : (π : ℂ) / (β / 2) = (((2 * π / wavelength β) ^ 2 : ℝ) : ℂ) := by
    rw [← h0]; push_cast; ring
  have h3 : -(π * ‖r‖ ^ 2 / wavelength β ^ 2) = -‖r‖ ^ 2 / (4 * (β / 2)) := by
    rw [hl2]; field_simp; ring
  have h2 : Complex.I ^ 2 * (‖r‖ : ℂ) ^ 2 / (4 * (β / 2)) =
      ((-(π * ‖r‖ ^ 2 / wavelength β ^ 2) : ℝ) : ℂ) := by
    rw [h3, Complex.I_sq]; push_cast; ring
  have alg : ∀ A L x y : ℂ, A ≠ 0 → L ≠ 0 →
      (A ^ d)⁻¹ * (x * ((A / L) ^ d * y)) = x / L ^ d * y := by
    intro A L x y hA hL
    rw [div_pow]; field_simp
  -- Fourier transform of the Gaussian
  simp only [densityMatrix, heq]
  rw [integral_const_mul, GaussianFourier.integral_cexp_neg_mul_sq_norm_add hb,
    finrank_euclideanSpace_fin, h1, hpow _ (by positivity), h2]
  push_cast
  exact alg _ _ _ _ (mul_ne_zero two_ne_zero (Complex.ofReal_ne_zero.2 hπ.ne'))
    (Complex.ofReal_ne_zero.2 hl.ne')
```

## (f) Dominated occupations

Task. Let β > 0 and let f be continuous with |f(ε)| ≤ B_β(ε) for all real ε. Show that the integral for f converges and |ρ[f](r)| ≤ z λ^(−d) for every r.

Solution. By (c) the integrand has modulus |f(|k|²/2)| ≤ B_β(|k|²/2). It is continuous, hence measurable, and the bound is integrable by (e), so the integral converges. Taking the modulus inside,

  |ρ[f](r)| ≤ (2π)^(−d) ∫ B_β(|k|²/2) dk = ρ[B_β](0) = z λ^(−d).

In the code `hle` is the pointwise bound, `hc` the continuity, `hval` the value at r = 0, and `norm_integral_le_of_norm_le` moves the modulus inside.

```lean
/-- A continuous occupation bounded in modulus by the Boltzmann occupation has a convergent
integral and a density matrix of modulus at most `exp (βμ) λ^(-d)` at every `r`. -/
theorem norm_le_of_dominated {β μ : ℝ} (hβ : 0 < β) {f : ℝ → ℝ} (hf : Continuous f)
    (hb : ∀ ε, |f ε| ≤ boltzmann β μ ε) (r : Space d) :
    Integrable (integrand f r) ∧ ‖densityMatrix f r‖ ≤ Real.exp (β * μ) / wavelength β ^ d := by
  have hB := boltzmann_gaussian hβ μ (0 : Space d)
  have hpos : ∀ ε, 0 < boltzmann β μ ε := fun ε => Real.exp_pos _
  have hle : ∀ k, ‖integrand f r k‖ ≤ ‖integrand (boltzmann β μ) (0 : Space d) k‖ := by
    intro k; rw [norm_integrand, norm_integrand]; exact (hb _).trans (le_abs_self _)
  have hi : Continuous fun k : Space d => inner ℝ k r := continuous_id.inner continuous_const
  have hc : Continuous (integrand f r) :=
    (Complex.continuous_ofReal.comp (hf.comp ((continuous_norm.pow 2).div_const 2))).mul
      (Complex.continuous_exp.comp ((Complex.continuous_ofReal.comp hi).mul continuous_const))
  refine ⟨hB.1.norm.mono' hc.aestronglyMeasurable (ae_of_all _ hle), ?_⟩
  -- at r = 0 the Boltzmann integrand equals its own modulus
  have h0 : ∀ k, integrand (boltzmann β μ) (0 : Space d) k =
      ((‖integrand (boltzmann β μ) (0 : Space d) k‖ : ℝ) : ℂ) := by
    intro k
    rw [norm_integrand, abs_of_pos (hpos _)]
    simp only [integrand, inner_zero_right, Complex.ofReal_zero, zero_mul, Complex.exp_zero,
      mul_one]
  have hJ : ∫ k, integrand (boltzmann β μ) (0 : Space d) k =
      ((∫ k, ‖integrand (boltzmann β μ) (0 : Space d) k‖ : ℝ) : ℂ) :=
    (integral_congr_ae (ae_of_all _ h0)).trans integral_complex_ofReal
  have hval : ((2 * π) ^ d)⁻¹ * ∫ k, ‖integrand (boltzmann β μ) (0 : Space d) k‖ =
      Real.exp (β * μ) / wavelength β ^ d := by
    have h := hB.2
    rw [densityMatrix, hJ, ← Complex.ofReal_mul, Complex.ofReal_inj] at h
    rw [h]; simp
  have hA : 0 < ((2 * π) ^ d)⁻¹ := by positivity
  rw [densityMatrix, norm_mul, Complex.norm_real, Real.norm_eq_abs, abs_of_pos hA, ← hval]
  exact mul_le_mul_of_nonneg_left
    (norm_integral_le_of_norm_le hB.1.norm (ae_of_all _ hle)) hA.le
```

## (g) Fermi-Dirac to first and second order in z

Task. For β > 0 show that the Fermi-Dirac integral converges and, for every r,

  |ρ[F](r) − ρ[B_β](r)| ≤ 2^(−d/2) z² λ^(−d),

  |ρ[F](r) − (ρ[B_β](r) − ρ[B_2β](r))| ≤ 3^(−d/2) z³ λ^(−d).

Solution. By (a), |F| ≤ B_β, so (f) gives convergence (`iF`). Again by (a),

  −B_2β ≤ F − B_β ≤ 0,  0 ≤ F − (B_β − B_2β) ≤ B_3β.

Part (f) at inverse temperatures 2β and 3β bounds the density matrices of these two remainders by z²/λ(2β)^d and z³/λ(3β)^d (`b2`, `b3`). Part (d) rewrites them as differences of density matrices, and (b) with c = 2 and c = 3 gives the stated prefactors.

```lean
/-- The Fermi-Dirac integral converges; its density matrix differs from the Boltzmann one by at
most `2^(-d/2) exp (2βμ) λ^(-d)`, and from the Boltzmann one at `β` minus that at `2β` by at
most `3^(-d/2) exp (3βμ) λ^(-d)`, at every `r`. -/
theorem fermi_expansion {β : ℝ} (hβ : 0 < β) (μ : ℝ) (r : Space d) :
    Integrable (integrand (fermi β μ) r) ∧
      ‖densityMatrix (fermi β μ) r - densityMatrix (boltzmann β μ) r‖ ≤
        2 ^ (-((d : ℝ) / 2)) * (Real.exp (2 * β * μ) / wavelength β ^ d) ∧
      ‖densityMatrix (fermi β μ) r -
          (densityMatrix (boltzmann β μ) r - densityMatrix (boltzmann (2 * β) μ) r)‖ ≤
        3 ^ (-((d : ℝ) / 2)) * (Real.exp (3 * β * μ) / wavelength β ^ d) := by
  have cF : Continuous (fermi β μ) := by
    show Continuous fun ε => 1 / (Real.exp (β * (ε - μ)) + 1)
    exact continuous_const.div (by fun_prop) fun ε => by positivity
  have cB : ∀ b, Continuous (boltzmann b μ) := by
    intro b
    show Continuous fun ε => Real.exp (b * (μ - ε))
    fun_prop
  have pB : ∀ b ε, 0 < boltzmann b μ ε := fun b ε => Real.exp_pos _
  have o := occupation_bounds β μ
  have iF := (norm_le_of_dominated (μ := μ) hβ cF
    (fun ε => abs_le.2 ⟨by linarith [(o ε).1, pB β ε], (o ε).2.1⟩) r).1
  have iB := (boltzmann_gaussian hβ μ r).1
  have s := densityMatrix_sub iB (boltzmann_gaussian (β := 2 * β) (by positivity) μ r).1
  -- the remainders are dominated by Boltzmann factors at 2β and 3β
  have b2 := (norm_le_of_dominated (β := 2 * β) (μ := μ) (by positivity)
    (f := fun ε => fermi β μ ε - boltzmann β μ ε) (cF.sub (cB β))
    (fun ε => abs_le.2 ⟨by linarith [(o ε).2.2.1], by linarith [(o ε).2.1, pB (2 * β) ε]⟩) r).2
  have b3 := (norm_le_of_dominated (β := 3 * β) (μ := μ) (by positivity)
    (f := fun ε => fermi β μ ε - (boltzmann β μ ε - boltzmann (2 * β) μ ε))
    (cF.sub ((cB β).sub (cB (2 * β))))
    (fun ε => abs_le.2
      ⟨by linarith [(o ε).2.2.1, pB (3 * β) ε], by linarith [(o ε).2.2.2]⟩) r).2
  rw [(densityMatrix_sub iF iB).2, wavelength_scale (by norm_num)] at b2
  rw [(densityMatrix_sub iF s.1).2, s.2, wavelength_scale (by norm_num)] at b3
  refine ⟨iF, b2.trans_eq ?_, b3.trans_eq ?_⟩
  · rw [Real.rpow_neg (by norm_num)]; ring
  · rw [Real.rpow_neg (by norm_num)]; ring
```

The smallest case is d = 0. The space is a single point of measure one, k = 0, and λ^d = 1, so ρ[B_β] = z and ρ[F] = z/(1 + z). The two bounds then read z²/(1 + z) ≤ z² and z³/(1 + z) ≤ z³.

## (h) A bound on the Fermi-Dirac density matrix

Task. For β > 0 show

  |ρ[F](r)| ≤ z λ^(−d) exp(−π|r|²/λ²) + 2^(−d/2) z² λ^(−d).

Solution. Write ρ[F] = ρ[B_β] + (ρ[F] − ρ[B_β]) and use the triangle inequality (`h`). The first term is the non-negative Gaussian of (e) (`hn`), and the second is bounded by (g).

```lean
/-- The modulus of the Fermi-Dirac density matrix is at most the Boltzmann Gaussian plus
`2^(-d/2) exp (2βμ) λ^(-d)`. -/
theorem norm_fermi_le {β : ℝ} (hβ : 0 < β) (μ : ℝ) (r : Space d) :
    ‖densityMatrix (fermi β μ) r‖ ≤
      Real.exp (β * μ) / wavelength β ^ d * Real.exp (-(π * ‖r‖ ^ 2 / wavelength β ^ 2)) +
        2 ^ (-((d : ℝ) / 2)) * (Real.exp (2 * β * μ) / wavelength β ^ d) := by
  have hl : 0 ≤ wavelength β := Real.sqrt_nonneg _
  have h := norm_add_le (densityMatrix (boltzmann β μ) r)
    (densityMatrix (fermi β μ) r - densityMatrix (boltzmann β μ) r)
  rw [add_sub_cancel] at h
  have hn : ‖densityMatrix (boltzmann β μ) r‖ =
      Real.exp (β * μ) / wavelength β ^ d * Real.exp (-(π * ‖r‖ ^ 2 / wavelength β ^ 2)) := by
    rw [(boltzmann_gaussian hβ μ r).2, Complex.norm_real, Real.norm_eq_abs]
    exact abs_of_nonneg (by positivity)
  linarith [(fermi_expansion hβ μ r).2.1]
```

The bound holds for every real μ. Relative to the Boltzmann value z λ^(−d) at r = 0 the constant term is 2^(−d/2) z, which is small in the dilute regime z ≪ 1. The constant does not fall with |r| and exceeds the Gaussian once exp(−π|r|²/λ²) < 2^(−d/2) z. This floor belongs to the bound and not to ρ[F], which for d ≥ 1 tends to 0 as |r| → ∞ by the Riemann-Lebesgue lemma; the theorem gives no rate for that decay. At r = 0 the bound is weaker than the bound z λ^(−d) that (f) gives for F, and once 2^(−d/2) z > 1 it is weaker at every r.

## (i) Three dimensions

Task. Obtain the two statements of the opening paragraph.

Solution. Set d = 3 in (e) and in the first bound of (g), so that λ^(−d) = λ⁻³ and 2^(−d/2) = 2^(−3/2). At r = 0 the Gaussian equals z/λ³, the number density of the classical ideal gas with one state per wave vector.

```lean
/-- In three dimensions the Boltzmann density matrix is `exp (βμ) λ⁻³ exp (-π r²/λ²)`, and the
Fermi-Dirac one differs from it by at most `2^(-3/2) exp (2βμ) λ⁻³` at every `r`. -/
theorem three_dimensional {β : ℝ} (hβ : 0 < β) (μ : ℝ) (r : Space 3) :
    densityMatrix (boltzmann β μ) r = (Real.exp (β * μ) / wavelength β ^ 3 *
        Real.exp (-(π * ‖r‖ ^ 2 / wavelength β ^ 2)) : ℝ) ∧
      ‖densityMatrix (fermi β μ) r - densityMatrix (boltzmann β μ) r‖ ≤
        2 ^ (-3 / 2 : ℝ) * (Real.exp (2 * β * μ) / wavelength β ^ 3) := by
  have h := (fermi_expansion hβ μ r).2.1
  rw [show -(((3 : ℕ) : ℝ) / 2) = -3 / 2 by norm_num] at h
  exact ⟨(boltzmann_gaussian hβ μ r).2, h⟩

end

end ThermalDensityMatrix
```

```lean
#print axioms ThermalDensityMatrix.norm_fermi_le
#print axioms ThermalDensityMatrix.three_dimensional
```

```
'ThermalDensityMatrix.norm_fermi_le' depends on axioms: [propext, Classical.choice, Quot.sound]
'ThermalDensityMatrix.three_dimensional' depends on axioms: [propext, Classical.choice, Quot.sound]
```
